# The residual norm of a unit trial vector is the size of the smallest perturbation that makes it an exact eigenvector

Let A be a Hermitian operator and x a unit vector, with Rayleigh quotient ρ = ⟨x, Ax⟩ and residual r = Ax − ρx. Then x is an exact eigenvector, with eigenvalue ρ, of a Hermitian operator A + E, where

E y = −(⟨x, y⟩ r + ⟨r, y⟩ x)  and  ‖E y‖ ≤ ‖r‖ ‖y‖ for every y.

No linear perturbation that makes x an eigenvector, Hermitian or not, has a smaller norm bound than ‖r‖.

For an iterative eigensolver applied to a finite Hermitian matrix, such as a configuration-interaction Hamiltonian in a fixed basis, this turns the residual norm into a backward error: ρ and x are an exact eigenpair of a Hermitian matrix at distance ‖r‖, in operator norm, from the one the solver was given. It does not say which eigenpair, so it does not certify that the lowest state has been found.

## Operator, Rayleigh quotient and residual

The vectors live in a complex inner product space `V` of any dimension. Hermitian n × n matrices are the case V = ℂⁿ with the Euclidean norm. The operator is a linear map `A : V →ₗ[ℂ] V` defined on all of `V`, so a Hamiltonian defined only on part of a Hilbert space is not covered there.

```lean
import Mathlib

open scoped ComplexConjugate

namespace ResidualBackwardError

noncomputable section

variable {V : Type*} [NormedAddCommGroup V] [InnerProductSpace ℂ V]
```

Lean's `inner ℂ x y` is ⟨x, y⟩, conjugate-linear in the first slot as in Dirac notation. The Rayleigh quotient is defined without dividing by ⟨x, x⟩, so it has its usual meaning only for unit vectors. It is typed as a complex number; that it is real for Hermitian A is proved below.

```lean
/-- The Rayleigh quotient `⟨x, A x⟩` of an operator `A` in a unit vector `x`. -/
def rayleigh (A : V →ₗ[ℂ] V) (x : V) : ℂ := inner ℂ x (A x)
```

The residual is what remains of Ax after ρx is subtracted. It vanishes exactly when x satisfies the eigenvalue equation with eigenvalue ρ.

```lean
/-- The residual `r = A x - ρ x`, where `ρ = ⟨x, A x⟩`. -/
def residual (A : V →ₗ[ℂ] V) (x : V) : V := A x - rayleigh A x • x
```

## A rank-two correction built from x and r

In matrix notation E = −(r x* + x r*), where the star denotes the conjugate transpose. The definition gives its action on a vector y and checks that this action is linear.

```lean
/-- The perturbation `E = -(r x* + x r*)` built from the trial vector `x` and its
residual `r`; it sends `y` to `-(⟨x, y⟩ r + ⟨r, y⟩ x)`. -/
def perturbation (A : V →ₗ[ℂ] V) (x : V) : V →ₗ[ℂ] V where
  toFun y := -(inner ℂ x y • residual A x + inner ℂ (residual A x) y • x)
  map_add' y z := by
    simp only [inner_add_right]
    module
  map_smul' c y := by
    simp only [inner_smul_right, RingHom.id_apply]
    module
```

The next statement records the formula for later rewriting.

```lean
theorem perturbation_apply (A : V →ₗ[ℂ] V) (x y : V) :
    perturbation A x y =
      -(inner ℂ x y • residual A x + inner ℂ (residual A x) y • x) := rfl
```

## The residual is orthogonal to the trial vector

For any two vectors, ‖u + v‖² = ‖u‖² + 2 Re⟨u, v⟩ + ‖v‖². If ⟨u, v⟩ = 0, the cross term disappears.

```lean
/-- Pythagoras: for orthogonal vectors the squared norms add. -/
theorem norm_sq_add_of_orthogonal (u v : V) (h : inner ℂ u v = 0) :
    ‖u + v‖ ^ 2 = ‖u‖ ^ 2 + ‖v‖ ^ 2 := by
  rw [@norm_add_sq ℂ, h]
  simp
```

Since ⟨x, x⟩ = 1,

⟨x, r⟩ = ⟨x, Ax⟩ − ρ⟨x, x⟩ = ρ − ρ = 0.

The proof expands the same inner product and inserts `hx`, the hypothesis ‖x‖ = 1.

```lean
/-- The residual of a unit vector is orthogonal to that vector. -/
theorem inner_residual (A : V →ₗ[ℂ] V) {x : V} (hx : ‖x‖ = 1) :
    inner ℂ x (residual A x) = 0 := by
  unfold residual rayleigh
  rw [inner_sub_right, inner_smul_right, inner_self_eq_norm_sq_to_K, hx]
  simp
```

Putting y = x in the formula for E, with ⟨x, x⟩ = 1 and ⟨r, x⟩ = 0, gives

E x = −(1 · r + 0 · x) = −r.

```lean
/-- On the unit trial vector itself the perturbation gives minus the residual. -/
theorem perturbation_self (A : V →ₗ[ℂ] V) {x : V} (hx : ‖x‖ = 1) :
    perturbation A x x = -residual A x := by
  have hxx : inner ℂ x x = (1 : ℂ) := by
    rw [inner_self_eq_norm_sq_to_K, hx]
    simp
  have hrx : inner ℂ (residual A x) x = 0 :=
    inner_eq_zero_symm.mp (inner_residual A hx)
  rw [perturbation_apply, hxx, hrx, one_smul, zero_smul, add_zero]
```

## The correction is Hermitian

For all y and z,

⟨E y, z⟩ = −(⟨y, x⟩⟨r, z⟩ + ⟨y, r⟩⟨x, z⟩) = ⟨y, E z⟩.

This equality is what `IsSymmetric` means. It needs no normalisation of x, and the proof expands both sides and compares them.

```lean
/-- The perturbation is Hermitian. -/
theorem perturbation_isSymmetric (A : V →ₗ[ℂ] V) (x : V) :
    (perturbation A x).IsSymmetric := by
  intro y z
  simp only [perturbation_apply, inner_neg_left, inner_neg_right, inner_add_left,
    inner_add_right, inner_smul_left, inner_smul_right, inner_conj_symm]
  ring
```

## The norm bound without a factor of two

The triangle inequality and Cauchy–Schwarz, applied to the two terms of E y separately, would give only 2‖r‖ ‖y‖. Orthogonality removes the factor of two. Write a = ⟨x, y⟩ and z = y − a x, so that ⟨x, z⟩ = 0. Pythagoras, applied to E y and to y, gives

‖E y‖² = |a|² ‖r‖² + |⟨r, y⟩|²

‖y‖² = |a|² + ‖z‖².

Because r is orthogonal to x, ⟨r, y⟩ = ⟨r, z⟩, and Cauchy–Schwarz gives |⟨r, y⟩| ≤ ‖r‖ ‖z‖. Therefore

‖E y‖² ≤ ‖r‖² (|a|² + ‖z‖²) = ‖r‖² ‖y‖²,

and taking square roots finishes the argument. In the proof, `hE` and `hy` are the two Pythagorean identities and `hb` is the Cauchy–Schwarz step; `nlinarith` combines them.

```lean
/-- For a unit trial vector, the perturbation stretches no vector by more than the
norm of the residual. -/
theorem norm_perturbation_le (A : V →ₗ[ℂ] V) {x : V} (hx : ‖x‖ = 1) (y : V) :
    ‖perturbation A x y‖ ≤ ‖residual A x‖ * ‖y‖ := by
  have hxx : inner ℂ x x = (1 : ℂ) := by
    rw [inner_self_eq_norm_sq_to_K, hx]
    simp
  have hrx : inner ℂ (residual A x) x = 0 :=
    inner_eq_zero_symm.mp (inner_residual A hx)
  -- the two terms of `E y` are orthogonal
  have hE : ‖perturbation A x y‖ ^ 2 =
      (‖inner ℂ x y‖ * ‖residual A x‖) ^ 2 + ‖inner ℂ (residual A x) y‖ ^ 2 := by
    rw [perturbation_apply, norm_neg, norm_sq_add_of_orthogonal, norm_smul, norm_smul,
      hx, mul_one]
    rw [inner_smul_left, inner_smul_right, hrx, mul_zero, mul_zero]
  -- split `y` into its part along `x` and the remainder
  have hy : ‖y‖ ^ 2 = ‖inner ℂ x y‖ ^ 2 + ‖y - inner ℂ x y • x‖ ^ 2 := by
    have h := norm_sq_add_of_orthogonal (inner ℂ x y • x) (y - inner ℂ x y • x) (by
      rw [inner_smul_left, inner_sub_right, inner_smul_right, hxx]
      ring)
    rwa [add_sub_cancel, norm_smul, hx, mul_one] at h
  -- the residual sees only the remainder
  have hb : ‖inner ℂ (residual A x) y‖ ≤
      ‖residual A x‖ * ‖y - inner ℂ x y • x‖ := by
    have h := norm_inner_le_norm (𝕜 := ℂ) (residual A x) (y - inner ℂ x y • x)
    rwa [inner_sub_right, inner_smul_right, hrx, mul_zero, sub_zero] at h
  have hb2 := pow_le_pow_left₀ (norm_nonneg _) hb 2
  refine (sq_le_sq₀ (norm_nonneg _) (by positivity)).mp ?_
  rw [hE, mul_pow ‖residual A x‖ ‖y‖, hy]
  nlinarith [hb2]
```

## The trial vector solves a nearby Hermitian problem exactly

Hermiticity of A makes ρ real, since its complex conjugate is ⟨Ax, x⟩ = ⟨x, Ax⟩ = ρ. The eigenvalue equation follows from E x = −r:

(A + E)x = Ax − r = ρx.

The theorem assumes that A is symmetric (`hA`) and that x has unit norm (`hx`). It concludes that ρ has zero imaginary part, that E and A + E are symmetric, that x is an eigenvector of A + E with eigenvalue ρ, and that the norm bound holds for every y.

```lean
/-- For Hermitian `A` and a unit vector `x`, the Rayleigh quotient `ρ` is real and
`x` is an exact eigenvector, with eigenvalue `ρ`, of the Hermitian operator `A + E`,
where `E` is Hermitian and `‖E y‖ ≤ ‖r‖ ‖y‖` for every `y`. -/
theorem residual_backward_error {A : V →ₗ[ℂ] V} (hA : A.IsSymmetric)
    {x : V} (hx : ‖x‖ = 1) :
    (rayleigh A x).im = 0 ∧
    (perturbation A x).IsSymmetric ∧
    (A + perturbation A x).IsSymmetric ∧
    (A + perturbation A x) x = rayleigh A x • x ∧
    ∀ y, ‖perturbation A x y‖ ≤ ‖residual A x‖ * ‖y‖ := by
  refine ⟨?_, perturbation_isSymmetric A x, hA.add (perturbation_isSymmetric A x), ?_,
    norm_perturbation_le A hx⟩
  · exact Complex.conj_eq_iff_im.mp ((inner_conj_symm _ _).trans (hA x x))
  · rw [LinearMap.add_apply, perturbation_self A hx]
    unfold residual
    abel
```

A small residual does not by itself place x near an eigenvector of A. If x = (u + v)/√2, where u and v are orthonormal eigenvectors with eigenvalues α + δ and α − δ and δ ≠ 0, its residual norm is |δ|, however small, while x stays at 45° to both.

## No perturbation does better

Suppose some linear F satisfies (A + F)x = μx for a complex number μ. Then

F x = μx − Ax = (μ − ρ)x − r.

The two terms are orthogonal, so

‖F x‖² = |μ − ρ|² + ‖r‖².

Neither A nor F has to be Hermitian here. The identity also shows that ‖F x‖ is smallest when μ = ρ, which singles out the Rayleigh quotient as the best eigenvalue to assign to x.

```lean
/-- If a perturbation `F` makes the unit vector `x` an eigenvector of `A + F` with
eigenvalue `μ`, then `‖F x‖² = |μ - ρ|² + ‖r‖²`. -/
theorem norm_sq_of_exact_eigenvector (A F : V →ₗ[ℂ] V) {x : V} (hx : ‖x‖ = 1)
    {μ : ℂ} (h : (A + F) x = μ • x) :
    ‖F x‖ ^ 2 = ‖μ - rayleigh A x‖ ^ 2 + ‖residual A x‖ ^ 2 := by
  have hF : F x = (μ - rayleigh A x) • x + -residual A x := by
    rw [LinearMap.add_apply] at h
    rw [eq_sub_of_add_eq' h]
    unfold residual
    module
  rw [hF, norm_sq_add_of_orthogonal, norm_smul, norm_neg, hx, mul_one]
  rw [inner_smul_left, inner_neg_right, inner_residual A hx, neg_zero, mul_zero]
```

If ‖F y‖ ≤ c‖y‖ for every y, then taking y = x gives

‖r‖ ≤ ‖F x‖ ≤ c.

The proof drops the non-negative term |μ − ρ|² and then applies the assumed bound at x. The operator E meets this limit with c = ‖r‖.

```lean
/-- Optimality: if `F` makes the unit vector `x` an eigenvector of `A + F`, then every
constant `c` with `‖F y‖ ≤ c ‖y‖` for all `y` is at least the residual norm. -/
theorem residual_le_of_exact_eigenvector (A F : V →ₗ[ℂ] V) {x : V} (hx : ‖x‖ = 1)
    {μ : ℂ} (h : (A + F) x = μ • x) {c : ℝ} (hc : ∀ y, ‖F y‖ ≤ c * ‖y‖) :
    ‖residual A x‖ ≤ c := by
  have h1 := norm_sq_of_exact_eigenvector A F hx h
  have h2 : ‖residual A x‖ ≤ ‖F x‖ := by
    refine (sq_le_sq₀ (norm_nonneg _) (norm_nonneg _)).mp ?_
    linarith [sq_nonneg ‖μ - rayleigh A x‖]
  have h3 := hc x
  rw [hx, mul_one] at h3
  exact h2.trans h3

end

end ResidualBackwardError
```

```lean
#print axioms ResidualBackwardError.residual_backward_error
#print axioms ResidualBackwardError.residual_le_of_exact_eigenvector
```

```
'ResidualBackwardError.residual_backward_error' depends on axioms: [propext, Classical.choice, Quot.sound]
'ResidualBackwardError.residual_le_of_exact_eigenvector' depends on axioms: [propext, Classical.choice, Quot.sound]
```

## The residual test in a Davidson or Lanczos code

For a normalised trial vector x and a tolerance τ, a simple convergence test based on the residual is

w = A x
ρ = ⟨x, w⟩
r = w − ρ x
accept x if ‖r‖ ≤ τ.

The matrix E is never formed. Its role is to give τ a meaning: an accepted x is an exact eigenvector of a Hermitian matrix that differs from A by at most τ in operator norm. No entry of E then exceeds τ in modulus. So if every entry of A is uncertain by τ or more, independently apart from Hermitian symmetry, the input cannot distinguish A + E from A. Errors with more structure can leave the eigenvectors better determined than this: an unknown common shift of the diagonal does not change them at all.

A trial vector that has drifted from unit length should be normalised before the test. The r in the theorem is the exact residual, whereas the computed one carries rounding error, which matters once τ approaches machine precision times ‖A‖. The test also belongs to the standard eigenvalue problem; with a non-orthogonal basis and an overlap matrix S, the residual becomes Ax − ρSx, x is normalised by ⟨x, Sx⟩ = 1, and ‖r‖ is replaced by the square root of ⟨r, S⁻¹r⟩.
